# Renormalized squaring converges to the projector of a nonzero, strictly dominant eigenvalue

The density matrix of one occupied orbital is $P=uu^\dagger$, where $u$ is the normalized orbital in an orthonormal basis. The problem is to obtain $P$ from matrix products, without diagonalizing. The iteration is

$$X_{m+1}=\frac{X_m^2}{\operatorname{tr}(X_m^2)},\qquad X_0=X=U\,\mathrm{diag}(x)\,U^\dagger .$$

Here $U$ is unitary, its columns are the orbitals, and the $x_i$ are real. Every Hermitian matrix has this form; $U$ serves the analysis and is never computed. The label $k$ marks the wanted orbital and is not a wave vector. Traces count one electron, without a spin factor of two. The starting trace is arbitrary.

## Convergence and the population bound

Assume $x_k\neq0$ and $|x_i|<|x_k|$ for every $i\neq k$. Then $\operatorname{tr}(X_m^2)\neq0$ for all $m\ge0$, and

$$(X_m)_{ij}\to U_{ik}\overline{U_{jk}} .$$

After $m+1$ steps the eigenvalues, here called populations, are

$$p_i^{(m)}=\frac{x_i^{2^{m+1}}}{\sum_j x_j^{2^{m+1}}},\qquad 0\le p_i^{(m)}\le\left(\frac{x_i}{x_k}\right)^{2^{m+1}} .$$

The upper bound is squared at each step. For a ratio of 0.99 it is about $3\times10^{-5}$ after ten steps and $10^{-9}$ after eleven.

## Selecting the lowest orbital of a Hamiltonian

In density-matrix purification for a fixed, non-interacting Hamiltonian $H$ with one occupied orbital, a code can start from $X=\mu I-H$, with $\mu$ above the largest eigenvalue of $H$. All $x_i$ are then positive, and the largest belongs to the lowest orbital, which must be non-degenerate. Without a shift, the iteration selects the eigenvalue of largest modulus, which may lie at the top of the spectrum.

## From squared eigenvalues to a projector

Since $U^\dagger U=1$,

$$X^2=U\,\mathrm{diag}(x)\,U^\dagger U\,\mathrm{diag}(x)\,U^\dagger=U\,\mathrm{diag}(x_i^2)\,U^\dagger .$$

Cyclicity of the trace gives $\operatorname{tr}(X^2)=\sum_jx_j^2\ge x_k^2>0$. One step therefore keeps the orbitals and replaces $x_i$ by $x_i^2/\sum_jx_j^2$, which is $p_i^{(0)}$.

Suppose the formula for $p_i^{(m)}$ holds, and write $S_m=\sum_jx_j^{2^{m+1}}$. This sum is positive because the exponents are even and $x_k\neq0$. The next step gives

$$\frac{(p_i^{(m)})^2}{\sum_j(p_j^{(m)})^2}
=\frac{x_i^{2^{m+2}}/S_m^2}{\sum_jx_j^{2^{m+2}}/S_m^2}
=p_i^{(m+1)} .$$

The next normalization is nonzero because $p_k^{(m)}\neq0$.

The bound follows from $S_m\ge x_k^{2^{m+1}}$. For $i\neq k$ the ratio $|x_i/x_k|$ is below one, so $p_i^{(m)}\to0$. The populations sum to one, hence

$$p_k^{(m)}=1-\sum_{j\neq k}p_j^{(m)}\to1 .$$

Each matrix entry is a finite sum, so its limit can be taken term by term:

$$(X_{m+1})_{ij}=\sum_l p_l^{(m)}U_{il}\overline{U_{jl}}\to U_{ik}\overline{U_{jk}} .$$

With $u$ the $k$-th column of $U$, the limit is $P=uu^\dagger$. It is Hermitian, and $u^\dagger u=1$ gives $P^2=u(u^\dagger u)u^\dagger=P$ and $\operatorname{tr}P=u^\dagger u=1$.

## Lean source for the iteration and its limit

```lean
import Mathlib

open Matrix Filter Topology

namespace RenormalizedSquaring

noncomputable section

variable {𝕜 n : Type*} [RCLike 𝕜] [Fintype n] [DecidableEq n]

/-- One purification step, `X ↦ X² / tr(X²)`, meant for matrices with `tr(X²) ≠ 0`. -/
def renormSquare (X : Matrix n n 𝕜) : Matrix n n 𝕜 :=
  (trace (X * X))⁻¹ • (X * X)

/-- The matrix `U diag(x) Uᴴ` built from the columns of `U` and real numbers `x`. -/
def withSpectrum (U : Matrix n n 𝕜) (x : n → ℝ) : Matrix n n 𝕜 :=
  U * diagonal (fun i => (x i : 𝕜)) * Uᴴ

/-- The population of orbital `i` after `m + 1` steps: `x i ^ 2^(m+1)` divided by the sum of
these powers over all orbitals, meant for `x` not identically zero. -/
def population (x : n → ℝ) (m : ℕ) (i : n) : ℝ :=
  x i ^ 2 ^ (m + 1) / ∑ j, x j ^ 2 ^ (m + 1)

/-- The matrix `u uᴴ`, where `u` is column `k` of `U`. -/
def orbitalProjector (U : Matrix n n 𝕜) (k : n) : Matrix n n 𝕜 :=
  vecMulVec (fun i => U i k) (fun j => star (U j k))

/-- Each entry of `U diag(x) Uᴴ` is a sum of orbital contributions weighted by `x`. -/
theorem withSpectrum_apply (U : Matrix n n 𝕜) (x : n → ℝ) (i j : n) :
    withSpectrum U x i j = ∑ l, (x l : 𝕜) * (U i l * star (U j l)) := by
  unfold withSpectrum
  rw [Matrix.mul_apply]
  refine Finset.sum_congr rfl fun l _ => ?_
  rw [Matrix.mul_diagonal, Matrix.conjTranspose_apply]
  ring

omit [DecidableEq n] in
/-- If some `x k` is nonzero, the sum of the powers `x j ^ 2^(m+1)` is positive. -/
theorem powerSum_pos {x : n → ℝ} {k : n} (hk : x k ≠ 0) (m : ℕ) :
    0 < ∑ j, x j ^ 2 ^ (m + 1) := by
  have he : Even (2 ^ (m + 1)) := by
    rw [pow_succ]
    exact even_two.mul_left _
  exact Finset.sum_pos' (fun j _ => he.pow_nonneg _) ⟨k, Finset.mem_univ k, he.pow_pos hk⟩

/-- For unitary `U` and some `x k ≠ 0`, the normalization `tr(X²)` is nonzero, and one step keeps
the columns of `U` while replacing each `x i` by `x i ^ 2 / ∑ j, x j ^ 2`. -/
theorem renormSquare_withSpectrum {U : Matrix n n 𝕜} (hU : Uᴴ * U = 1)
    {x : n → ℝ} {k : n} (hk : x k ≠ 0) :
    trace (withSpectrum U x * withSpectrum U x) ≠ 0 ∧
      renormSquare (withSpectrum U x) = withSpectrum U (fun i => x i ^ 2 / ∑ j, x j ^ 2) := by
  have hpos : 0 < ∑ j, x j ^ 2 := by
    simpa only [zero_add, pow_one] using powerSum_pos hk 0
  -- squaring acts on the eigenvalues only
  have hsq : withSpectrum U x * withSpectrum U x = withSpectrum U (fun i => x i ^ 2) := by
    unfold withSpectrum
    calc U * diagonal (fun i => (x i : 𝕜)) * Uᴴ * (U * diagonal (fun i => (x i : 𝕜)) * Uᴴ)
        = U * (diagonal (fun i => (x i : 𝕜)) * ((Uᴴ * U) *
            (diagonal (fun i => (x i : 𝕜)) * Uᴴ))) := by simp only [Matrix.mul_assoc]
      _ = U * (diagonal (fun i => (x i : 𝕜)) * diagonal (fun i => (x i : 𝕜))) * Uᴴ := by
          rw [hU, Matrix.one_mul]
          simp only [Matrix.mul_assoc]
      _ = U * diagonal (fun i => ((x i ^ 2 : ℝ) : 𝕜)) * Uᴴ := by
          rw [Matrix.diagonal_mul_diagonal]
          simp [pow_two]
  -- the trace is the sum of the eigenvalues
  have htr : trace (withSpectrum U (fun i => x i ^ 2)) = ((∑ j, x j ^ 2 : ℝ) : 𝕜) := by
    unfold withSpectrum
    rw [Matrix.trace_mul_comm, ← Matrix.mul_assoc, hU, Matrix.one_mul, Matrix.trace_diagonal]
    simp
  refine ⟨?_, ?_⟩
  · rw [hsq, htr]
    exact RCLike.ofReal_ne_zero.mpr hpos.ne'
  · unfold renormSquare
    rw [hsq, htr]
    generalize (∑ j, x j ^ 2) = s
    ext i j
    rw [Matrix.smul_apply, withSpectrum_apply, withSpectrum_apply, smul_eq_mul, Finset.mul_sum]
    refine Finset.sum_congr rfl fun l _ => ?_
    push_cast
    ring

/-- For unitary `U` and some `x k ≠ 0`, the normalization of step `m + 1` is nonzero, and the
matrix after that step has the populations `population x m` on the columns of `U`. -/
theorem iterate_withSpectrum {U : Matrix n n 𝕜} (hU : Uᴴ * U = 1)
    {x : n → ℝ} {k : n} (hk : x k ≠ 0) (m : ℕ) :
    trace (renormSquare^[m] (withSpectrum U x) * renormSquare^[m] (withSpectrum U x)) ≠ 0 ∧
      renormSquare^[m + 1] (withSpectrum U x) = withSpectrum U (population x m) := by
  induction m with
  | zero =>
    refine ⟨(renormSquare_withSpectrum hU hk).1, ?_⟩
    have h0 : population x 0 = fun i => x i ^ 2 / ∑ j, x j ^ 2 := by
      funext i
      simp only [population, zero_add, pow_one]
    rw [h0]
    exact (renormSquare_withSpectrum hU hk).2
  | succ m ih =>
    have hS := (powerSum_pos hk m).ne'
    have hp : population x m k ≠ 0 := div_ne_zero (pow_ne_zero _ hk) hS
    have hstep := renormSquare_withSpectrum hU hp
    refine ⟨by rw [ih.2]; exact hstep.1, ?_⟩
    rw [Function.iterate_succ_apply', ih.2, hstep.2]
    refine congrArg (withSpectrum U) (funext fun i => ?_)
    -- the old normalization cancels
    have hq : ∀ j, population x m j ^ 2 =
        x j ^ 2 ^ (m + 1 + 1) / (∑ l, x l ^ 2 ^ (m + 1)) ^ 2 := by
      intro j
      rw [population, div_pow, ← pow_mul, ← pow_succ]
    simp only [hq]
    rw [← Finset.sum_div]
    exact div_div_div_cancel_right₀ (pow_ne_zero 2 hS) _ _

omit [DecidableEq n] in
/-- If `x k ≠ 0`, the population of orbital `i` is non-negative and at most `(x i / x k) ^ 2^(m+1)`.
-/
theorem population_le {x : n → ℝ} {k : n} (hk : x k ≠ 0) (m : ℕ) (i : n) :
    0 ≤ population x m i ∧ population x m i ≤ (x i / x k) ^ 2 ^ (m + 1) := by
  have he : Even (2 ^ (m + 1)) := by
    rw [pow_succ]
    exact even_two.mul_left _
  refine ⟨div_nonneg (he.pow_nonneg _) (powerSum_pos hk m).le, ?_⟩
  rw [population, div_pow]
  exact div_le_div_of_nonneg_left (he.pow_nonneg _) (he.pow_pos hk)
    (Finset.single_le_sum (f := fun j => x j ^ 2 ^ (m + 1))
      (fun j _ => he.pow_nonneg _) (Finset.mem_univ k))

/-- If `x k ≠ 0` strictly exceeds all other `x i` in modulus, the population of orbital `k` tends
to one and every other population tends to zero. -/
theorem tendsto_population {x : n → ℝ} {k : n} (hk : x k ≠ 0)
    (hgap : ∀ i, i ≠ k → |x i| < |x k|) (i : n) :
    Tendsto (fun m => population x m i) atTop (𝓝 (if i = k then 1 else 0)) := by
  have hexp : Tendsto (fun m : ℕ => 2 ^ (m + 1)) atTop (atTop : Filter ℕ) := by
    refine tendsto_atTop_mono (fun m => ?_) tendsto_id
    have h := Nat.lt_two_pow_self (n := m + 1)
    simp only [id]
    omega
  have hother : ∀ j, j ≠ k → Tendsto (fun m => population x m j) atTop (𝓝 0) := by
    intro j hj
    have hr : ‖x j / x k‖ < 1 := by
      rw [Real.norm_eq_abs, abs_div, div_lt_one (abs_pos.mpr hk)]
      exact hgap j hj
    exact squeeze_zero (fun m => (population_le hk m j).1) (fun m => (population_le hk m j).2)
      ((tendsto_pow_atTop_nhds_zero_of_norm_lt_one hr).comp hexp)
  by_cases hi : i = k
  · subst hi
    -- populations sum to one, so orbital `k` takes what the others lose
    have hsum : ∀ m, population x m i = 1 - ∑ j ∈ Finset.univ.erase i, population x m j := by
      intro m
      have h1 : ∑ j, population x m j = 1 := by
        simp only [population]
        rw [← Finset.sum_div]
        exact div_self (powerSum_pos hk m).ne'
      have h2 := Finset.add_sum_erase Finset.univ (population x m) (Finset.mem_univ i)
      linarith
    have hlim := tendsto_finsetSum (Finset.univ.erase i)
      (fun j hj => hother j (Finset.ne_of_mem_erase hj))
    rw [if_pos rfl, funext hsum]
    simpa using hlim.const_sub 1
  · rw [if_neg hi]
    exact hother i hi

/-- For unitary `U`, the matrix `orbitalProjector U k` is idempotent, Hermitian and of trace
one. -/
theorem orbitalProjector_spec {U : Matrix n n 𝕜} (hU : Uᴴ * U = 1) (k : n) :
    orbitalProjector U k * orbitalProjector U k = orbitalProjector U k ∧
      (orbitalProjector U k)ᴴ = orbitalProjector U k ∧ trace (orbitalProjector U k) = 1 := by
  have hnorm : ∑ l, star (U l k) * U l k = 1 := by
    have h := congrFun (congrFun hU k) k
    rwa [Matrix.mul_apply, Matrix.one_apply_eq] at h
  refine ⟨?_, ?_, ?_⟩
  · ext i j
    simp only [orbitalProjector, Matrix.mul_apply, Matrix.vecMulVec_apply]
    calc ∑ l, U i k * star (U l k) * (U l k * star (U j k))
        = ∑ l, (U i k * star (U j k)) * (star (U l k) * U l k) :=
          Finset.sum_congr rfl fun l _ => by ring
      _ = U i k * star (U j k) := by rw [← Finset.mul_sum, hnorm, mul_one]
  · ext i j
    simp only [orbitalProjector, Matrix.conjTranspose_apply, Matrix.vecMulVec_apply,
      star_mul, star_star]
  · rw [← hnorm]
    simp only [orbitalProjector, Matrix.trace, Matrix.diag_apply, Matrix.vecMulVec_apply]
    exact Finset.sum_congr rfl fun l _ => mul_comm _ _

/-- Let `X = U diag(x) Uᴴ` with `U` unitary and `x k ≠ 0` strictly largest in modulus. Then the
iteration `X ↦ X² / tr(X²)` started from this matrix never has `tr(X²) = 0` and converges entrywise
to the projector onto column `k` of `U`. -/
theorem renormSquare_converges {U : Matrix n n 𝕜} (hU : Uᴴ * U = 1)
    {x : n → ℝ} {k : n} (hk : x k ≠ 0) (hgap : ∀ i, i ≠ k → |x i| < |x k|) :
    (∀ m, trace (renormSquare^[m] (withSpectrum U x) *
        renormSquare^[m] (withSpectrum U x)) ≠ 0) ∧
      ∀ i j, Tendsto (fun m => (renormSquare^[m] (withSpectrum U x)) i j) atTop
        (𝓝 (orbitalProjector U k i j)) := by
  refine ⟨fun m => (iterate_withSpectrum hU hk m).1, fun i j => ?_⟩
  rw [← tendsto_add_atTop_iff_nat 1]
  -- each entry is a finite sum over populations
  have hentry : ∀ m, (renormSquare^[m + 1] (withSpectrum U x)) i j =
      ∑ l, (population x m l : 𝕜) * (U i l * star (U j l)) := by
    intro m
    rw [(iterate_withSpectrum hU hk m).2, withSpectrum_apply]
  have hlim : ∑ l, (((if l = k then 1 else 0 : ℝ)) : 𝕜) * (U i l * star (U j l)) =
      orbitalProjector U k i j := by
    rw [Finset.sum_eq_single k]
    · simp [orbitalProjector, Matrix.vecMulVec_apply]
    · intro l _ hl
      simp [hl]
    · intro h
      exact absurd (Finset.mem_univ k) h
  rw [funext hentry, ← hlim]
  exact tendsto_finsetSum _ fun l _ =>
    ((RCLike.continuous_ofReal.tendsto _).comp (tendsto_population hk hgap l)).mul_const _

/-- For real orthogonal `U` and non-negative `x` with a unique largest value `x k > 0`, the
iteration `X ↦ X² / tr(X²)` started from `U diag(x) Uᵀ` never has `tr(X²) = 0` and converges
entrywise to the projector onto column `k`. -/
theorem renormSquare_converges_real {U : Matrix n n ℝ} (hU : Uᵀ * U = 1)
    {x : n → ℝ} {k : n} (hx : ∀ i, 0 ≤ x i) (hk : 0 < x k) (hgap : ∀ i, i ≠ k → x i < x k) :
    (∀ m, trace (renormSquare^[m] (U * diagonal x * Uᵀ) *
        renormSquare^[m] (U * diagonal x * Uᵀ)) ≠ 0) ∧
      ∀ i j, Tendsto (fun m => (renormSquare^[m] (U * diagonal x * Uᵀ)) i j) atTop
        (𝓝 (U i k * U j k)) := by
  have hT : Uᴴ = Uᵀ := Matrix.conjTranspose_eq_transpose_of_trivial U
  have hX : withSpectrum U x = U * diagonal x * Uᵀ := by
    simp [withSpectrum]
  have h := renormSquare_converges (U := U) (by rw [hT]; exact hU) hk.ne'
    (fun i hi => by rw [abs_of_nonneg (hx i), abs_of_pos hk]; exact hgap i hi)
  rw [hX] at h
  exact h

/-- Started from the identity matrix of dimension `N + 1`, where all eigenvalues coincide, the
iteration stays at the identity divided by `N + 1` from the first step on. -/
theorem iterate_one_degenerate (N m : ℕ) :
    renormSquare^[m + 1] (1 : Matrix (Fin (N + 1)) (Fin (N + 1)) 𝕜) =
      ((N : 𝕜) + 1)⁻¹ • (1 : Matrix (Fin (N + 1)) (Fin (N + 1)) 𝕜) := by
  have h := (iterate_withSpectrum (U := (1 : Matrix (Fin (N + 1)) (Fin (N + 1)) 𝕜))
    (by simp) (x := fun _ => (1 : ℝ)) (k := 0) one_ne_zero m).2
  have hone : withSpectrum (1 : Matrix (Fin (N + 1)) (Fin (N + 1)) 𝕜) (fun _ => (1 : ℝ)) = 1 := by
    simp [withSpectrum]
  rw [hone] at h
  rw [h]
  ext i j
  by_cases hij : i = j
  · subst hij
    simp [withSpectrum, population]
  · simp [withSpectrum, hij]

end

end RenormalizedSquaring
```

```lean
#print axioms RenormalizedSquaring.orbitalProjector_spec
#print axioms RenormalizedSquaring.renormSquare_converges
#print axioms RenormalizedSquaring.renormSquare_converges_real
#print axioms RenormalizedSquaring.iterate_one_degenerate
```

```
'RenormalizedSquaring.orbitalProjector_spec' depends on axioms: [propext, Classical.choice, Quot.sound]
'RenormalizedSquaring.renormSquare_converges' depends on axioms: [propext, Classical.choice, Quot.sound]
'RenormalizedSquaring.renormSquare_converges_real' depends on axioms: [propext, Classical.choice, Quot.sound]
'RenormalizedSquaring.iterate_one_degenerate' depends on axioms: [propext, Classical.choice, Quot.sound]
```

## Strict dominance, exact products and the checked steps

**The statement.** `renormSquare_converges` treats real and complex matrices together through `𝕜`. The finite type `n` labels basis functions and orbitals; it is not an electron number. `withSpectrum U x` is the starting matrix, `renormSquare^[m]` applies the update $m$ times, and `orbitalProjector U k` is $P$. The hypothesis `hU` says that the orbitals are orthonormal, and `hgap` is the strict dominance of $|x_k|$. The first conclusion excludes a zero normalization at any step; the second is convergence of every entry. `renormSquare_converges_real` specializes this to real orthogonal $U$ and non-negative $x$ with a unique positive maximum.

Note the offset in `population x m`: it describes the matrix after $m+1$ steps, because the starting eigenvalues need not be normalized or positive.

**The proof.** `renormSquare_withSpectrum` carries out the single step: its `calc` block inserts $U^\dagger U=1$, and `Matrix.trace_mul_comm` supplies cyclicity. `iterate_withSpectrum` is the induction, in which the common factor $S_m^2$ cancels. `powerSum_pos` provides the positive denominators. `population_le` bounds the denominator below by its $k$-th term, and `tendsto_population` squeezes the unwanted populations to zero before using their sum to treat orbital $k$. The main theorem shifts the sequence by one step, expands entries with `withSpectrum_apply`, and passes to the limit in the finite sum. `orbitalProjector_spec` verifies the three properties of $P$.

**The gap condition.** Replacing the strict inequality by $|x_i|\le|x_k|$ would make the convergence claim false. `iterate_one_degenerate` shows this with the identity matrix of dimension $N+1$: from the first step on, the iterate is $I/(N+1)$, which for $N\ge1$ is an equal mixture and not a rank-one projector. The separate condition $x_k\neq0$ matters only in dimension one, since in larger dimensions strict dominance implies it.

**Sparse codes.** The theorems concern exact matrix products. A sparse-matrix implementation may discard small elements, for example after each multiplication, and the theorems do not cover the error this introduces. The population bound alone therefore gives no error estimate for a thresholded calculation, nor does it establish that the matrices stay sparse. For several occupied orbitals, a single run under the theorem's hypotheses still gives a rank-one projector, not the full density matrix.
